# Real, imaginary and minimal-distance variational principles agree when the allowed velocities are closed under multiplication by i

The allowed velocities form a real subspace $W$ of a complex inner product space $E$, and closure under multiplication by $i$ is a separate hypothesis. Had $W$ been declared a complex subspace, closure would be built into its type, and one could not ask what happens without it. The real subspace is also the natural object when a trial wavefunction depends on real parameters: its derivatives with respect to them span $W$ over the real numbers.

The exact velocity is $u\in E$, and the approximate one is $v\in W$. The space $E$ may have any dimension unless finite dimension is stated; $\mathbb C^n$ with its standard inner product is one instance. The inner product $\langle x,y\rangle$, written `inner ℂ x y`, is conjugate-linear in $x$ and linear in $y$.

```lean
import Mathlib

open Complex

namespace VariationalPrinciples

variable {E : Type*} [NormedAddCommGroup E] [InnerProductSpace ℂ E]
```

## Four conditions on the error

The closure hypothesis says that $w\in W$ implies $iw\in W$. In Lean, `Submodule ℝ E` supplies only sums and real multiples, and this predicate adds the rest.

```lean
/-- The space `W` of allowed velocities is closed under multiplication by `i`. -/
def ClosedUnderI (W : Submodule ℝ E) : Prop :=
  ∀ w ∈ W, I • w ∈ W
```

The error of the approximate velocity is $v-u$. The first condition is $\operatorname{Re}\langle w,v-u\rangle=0$ for all $w\in W$.

```lean
/-- The real part of the overlap of the error `v - u` with every allowed velocity vanishes. -/
def RealStationary (W : Submodule ℝ E) (v u : E) : Prop :=
  ∀ w ∈ W, (inner ℂ w (v - u)).re = 0
```

The second is $\operatorname{Im}\langle w,v-u\rangle=0$ for all $w\in W$.

```lean
/-- The imaginary part of the overlap of the error `v - u` with every allowed velocity
vanishes. -/
def ImagStationary (W : Submodule ℝ E) (v u : E) : Prop :=
  ∀ w ∈ W, (inner ℂ w (v - u)).im = 0
```

The third is that $v$ minimises the distance to the exact velocity: $\|v-u\|\le\|w-u\|$ for all $w\in W$. Membership of $v$ in $W$ is not part of the predicate; the theorems assume it separately.

```lean
/-- No allowed velocity is closer to the exact velocity `u` than `v` is. -/
def DistanceMinimal (W : Submodule ℝ E) (v u : E) : Prop :=
  ∀ w ∈ W, ‖v - u‖ ≤ ‖w - u‖
```

The fourth is $\langle w,v-u\rangle=0$ for all $w\in W$. This is the Dirac–Frenkel condition at a single instant; nothing here concerns the existence or accuracy of a trajectory that satisfies it at all times.

```lean
/-- The full complex overlap of the error `v - u` with every allowed velocity vanishes. -/
def DiracFrenkel (W : Submodule ℝ E) (v u : E) : Prop :=
  ∀ w ∈ W, inner ℂ w (v - u) = 0
```

## Exchanging real and imaginary parts

Write $\langle w,x\rangle=a+ib$ with $a,b$ real. Conjugate-linearity gives
$$\langle iw,x\rangle=-i(a+ib)=b-ia,$$
so $\operatorname{Re}\langle iw,x\rangle=\operatorname{Im}\langle w,x\rangle$.

```lean
/-- Multiplying the test vector by `i` turns the imaginary part of an overlap into the
real part. -/
theorem re_inner_I_smul (w x : E) : (inner ℂ (I • w) x).re = (inner ℂ w x).im := by
  rw [inner_smul_left]
  simp [Complex.mul_re]
```

## Minimal distance is the real condition

This step needs no closure under $i$. Suppose $v$ is a closest point, take $w\in W$ and set $r=\operatorname{Re}\langle w,v-u\rangle$. For every real $t$ the vector $v+tw$ lies in $W$, hence
$$0\le\|v+tw-u\|^2-\|v-u\|^2=t^2\|w\|^2+2tr.$$
A quadratic that is nowhere negative has discriminant at most zero. Here that reads $4r^2\le0$, so $r=0$. For $w=0$ the claim is immediate.

Conversely, suppose the real condition holds and let $w\in W$. Since $w-v\in W$, the cross term in the expansion of $w-u=(w-v)+(v-u)$ vanishes:
$$\|w-u\|^2=\|w-v\|^2+\|v-u\|^2\ge\|v-u\|^2.$$

In the proof, `expand` is the formula for $\|x+y\|^2$, `key` is the inequality in $t$, and `discrim_le_zero` gives the discriminant bound. The final `nlinarith` passes from squared norms back to norms.

```lean
/-- For any real space of allowed velocities, `v` in it is a closest point to `u` exactly when
the real part of the overlap of the error with every allowed velocity vanishes. -/
theorem distanceMinimal_iff_realStationary {W : Submodule ℝ E} {v : E} (hv : v ∈ W) (u : E) :
    DistanceMinimal W v u ↔ RealStationary W v u := by
  have expand : ∀ x y : E, ‖x + y‖ ^ 2 = ‖x‖ ^ 2 + 2 * (inner ℂ x y).re + ‖y‖ ^ 2 :=
    fun x y => norm_add_sq (𝕜 := ℂ) x y
  constructor
  · intro h w hw
    -- vary `v` along the real line `v + t w`
    have key : ∀ t : ℝ, 0 ≤ t ^ 2 * ‖w‖ ^ 2 + 2 * (t * (inner ℂ w (v - u)).re) := by
      intro t
      have hmem : (t : ℂ) • w ∈ W := by
        rw [Complex.coe_smul]
        exact W.smul_mem t hw
      have h1 := h _ (W.add_mem hmem hv)
      rw [add_sub_assoc] at h1
      have h2 := pow_le_pow_left₀ (norm_nonneg _) h1 2
      rw [expand, norm_smul, Complex.norm_real, Real.norm_eq_abs, mul_pow, sq_abs,
        inner_smul_left, Complex.conj_ofReal, Complex.re_ofReal_mul] at h2
      linarith
    -- a nonnegative quadratic without constant term has no linear term
    have hd := discrim_le_zero (a := ‖w‖ ^ 2) (b := 2 * (inner ℂ w (v - u)).re) (c := 0)
      (fun t => by linarith [key t])
    unfold discrim at hd
    have hsq : (inner ℂ w (v - u)).re ^ 2 = 0 :=
      le_antisymm (by linarith) (sq_nonneg _)
    exact pow_eq_zero_iff two_ne_zero |>.1 hsq
  · intro h w hw
    -- Pythagoras for `w - u = (w - v) + (v - u)`
    have h1 := expand (w - v) (v - u)
    rw [sub_add_sub_cancel, h _ (W.sub_mem hw hv)] at h1
    by_contra hlt
    have hlt' := lt_of_not_ge hlt
    nlinarith [norm_nonneg (w - u), norm_nonneg (v - u), sq_nonneg ‖w - v‖]
```

## The equivalence

Now let $W$ be closed under $i$ and write $x=v-u$. If the real condition holds, testing it with $iw$ gives
$$0=\operatorname{Re}\langle iw,x\rangle=\operatorname{Im}\langle w,x\rangle.$$
If the imaginary condition holds, testing it with $iw$ gives
$$0=\operatorname{Im}\langle iw,x\rangle=\operatorname{Re}\langle i(iw),x\rangle=-\operatorname{Re}\langle w,x\rangle.$$
Either condition therefore implies the other, and together they say $\langle w,x\rangle=0$. The full complex condition implies the real one at once, and the previous theorem adds minimal distance.

`TFAE` states that all entries of the list are equivalent. The two tests with $iw$ are `h12` and `h21`, and `tfae_finish` combines the implications.

```lean
/-- Equivalence of the variational principles: if the allowed velocities are closed under
multiplication by `i`, the real, imaginary, minimal-distance and full complex conditions on
an allowed velocity `v` are equivalent. -/
theorem variational_principles_tfae {W : Submodule ℝ E} (hW : ClosedUnderI W)
    {v : E} (hv : v ∈ W) (u : E) :
    [RealStationary W v u, ImagStationary W v u,
      DistanceMinimal W v u, DiracFrenkel W v u].TFAE := by
  -- test the real condition with `i w` to get the imaginary one
  have h12 : RealStationary W v u → ImagStationary W v u := fun h w hw => by
    rw [← re_inner_I_smul]
    exact h _ (hW w hw)
  -- test the imaginary condition with `i w` to get the real one
  have h21 : ImagStationary W v u → RealStationary W v u := fun h w hw => by
    have h1 := h _ (hW w hw)
    rw [← re_inner_I_smul, smul_smul, I_mul_I, neg_one_smul, inner_neg_left,
      Complex.neg_re] at h1
    linarith
  tfae_have 1 → 2 := h12
  tfae_have 2 → 4 := fun h w hw => Complex.ext (h21 h w hw) (h w hw)
  tfae_have 4 → 1 := fun h w hw => by rw [h w hw, Complex.zero_re]
  tfae_have 3 ↔ 1 := distanceMinimal_iff_realStationary hv u
  tfae_finish
```

## The projected Schrödinger equation

With $\hbar=1$, the exact velocity of a state $\psi$ under the Hamiltonian $H$ is $u=-iH\psi$. Then
$$iv-H\psi=i(v-u),\qquad \langle w,iv-H\psi\rangle=i\langle w,v-u\rangle.$$
The factor $i$ is nonzero, so when $W$ is closed under $i$ the equivalence above shows that a closest allowed velocity is exactly one that satisfies $\langle w,iv-H\psi\rangle=0$ for all $w\in W$. For time-dependent variational simulation, this identifies minimising the instantaneous velocity error with solving the projected equation, provided that $W$ is closed under $i$.

The map `H` is complex-linear and need not be Hermitian. The statement takes $H$ to be defined on all of $E$, so an unbounded Hamiltonian defined only on a smaller domain does not fit it as written, although the argument uses only the vector $H\psi$. No relation between $\psi$ and $W$ is assumed either; in an application, $W$ is the tangent space of the trial states at $\psi$. In the proof, `e` is the first identity above.

```lean
/-- If the allowed velocities are closed under multiplication by `i`, then for the Schrödinger
velocity `-i H ψ` an allowed velocity `v` is a closest one exactly when it solves the Schrödinger
equation projected on the allowed velocities. -/
theorem projected_schrodinger {W : Submodule ℝ E} (hW : ClosedUnderI W)
    {v : E} (hv : v ∈ W) (H : E →ₗ[ℂ] E) (ψ : E) :
    DistanceMinimal W v (-(I • H ψ)) ↔ ∀ w ∈ W, inner ℂ w (I • v - H ψ) = 0 := by
  have e : I • v - H ψ = I • (v - -(I • H ψ)) := by
    rw [sub_neg_eq_add, smul_add, smul_smul, I_mul_I, neg_one_smul, sub_eq_add_neg]
  have h := (variational_principles_tfae hW hv (-(I • H ψ))).out 2 3
  rw [h, e]
  refine forall₂_congr fun w _ => ?_
  rw [inner_smul_right, mul_eq_zero, or_iff_right I_ne_zero]
```

## Agreement forces closure

In finite dimension $W$ is a closed set, so the distance from $u$ to $W$ is attained at some $v\in W$.

```lean
/-- In finite dimension every exact velocity `u` has a closest allowed velocity. -/
theorem exists_distanceMinimal [FiniteDimensional ℂ E] (W : Submodule ℝ E) (u : E) :
    ∃ v ∈ W, DistanceMinimal W v u := by
  have : ProperSpace E := FiniteDimensional.proper ℂ E
  have : FiniteDimensional ℝ E := FiniteDimensional.complexToReal E
  obtain ⟨v, hv, h⟩ := (Submodule.closed_of_finiteDimensional W).exists_infDist_eq_dist
    ⟨0, W.zero_mem⟩ u
  refine ⟨v, hv, fun w hw => ?_⟩
  have h1 := Metric.infDist_le_dist_of_mem (s := (W : Set E)) (x := u) hw
  rw [h, dist_comm u v, dist_comm u w, dist_eq_norm, dist_eq_norm] at h1
  exact h1
```

Let $E$ be finite-dimensional, and suppose that the real and imaginary conditions agree for every $u\in E$ and every $v\in W$. Given $w\in W$, let $p\in W$ be a closest point to $iw$, and put $x=p-iw$. Minimality gives the real condition for $x$, and the assumed agreement gives the imaginary one. Hence
$$\|x\|^2=\operatorname{Re}\langle p,x\rangle-\operatorname{Re}\langle iw,x\rangle=0-\operatorname{Im}\langle w,x\rangle=0,$$
so $iw=p\in W$. Agreement for a single pair $u,v$ would not be enough: when $u=v$ both conditions hold for any $W$.

In the code, `hre` and `him` are the two conditions, and `h0` is the displayed calculation.

```lean
/-- In finite dimension the real and imaginary conditions agree for all exact velocities and
all allowed ones if and only if the allowed velocities are closed under multiplication
by `i`. -/
theorem closedUnderI_iff_principles_agree [FiniteDimensional ℂ E] (W : Submodule ℝ E) :
    ClosedUnderI W ↔ ∀ u, ∀ v ∈ W, (RealStationary W v u ↔ ImagStationary W v u) := by
  constructor
  · intro hW u v hv
    exact (variational_principles_tfae hW hv u).out 0 1
  · intro h w hw
    -- `p` is the allowed velocity closest to `i w`
    obtain ⟨p, hp, hmin⟩ := exists_distanceMinimal W (I • w)
    have hre := (distanceMinimal_iff_realStationary hp _).1 hmin
    have him := (h _ p hp).1 hre w hw
    -- the error `p - i w` is orthogonal to itself
    have h0 : (inner ℂ (p - I • w) (p - I • w)).re = 0 := by
      rw [inner_sub_left, Complex.sub_re, re_inner_I_smul, hre p hp, him, sub_zero]
    have h1 : (inner ℂ (p - I • w) (p - I • w)).re = ‖p - I • w‖ ^ 2 :=
      inner_self_eq_norm_sq (𝕜 := ℂ) _
    have h2 : ‖p - I • w‖ = 0 := (pow_eq_zero_iff two_ne_zero).1 (h1.symm.trans h0)
    rw [← sub_eq_zero.1 (norm_eq_zero.1 h2)]
    exact hp
```

## One real parameter separates the principles

Take $e\ne0$, $W=\{ae:a\in\mathbb R\}$ and $v=0$. For the two exact velocities $u=ie$ and $u=e$,
$$\langle ae,0-ie\rangle=-ia\|e\|^2,\qquad \langle ae,0-e\rangle=-a\|e\|^2.$$
The first overlap is purely imaginary and the second is real, and neither vanishes at $a=1$. So, of the real and imaginary conditions, $v=0$ meets just the real one when $u=ie$ and just the imaginary one when $u=e$. In Lean the line is `Submodule.span ℝ {e}`, and `N` stands for $\|e\|^2$.

```lean
/-- On the real line through a nonzero vector `e`, the velocity `0` meets the real condition but not
the imaginary one when the exact velocity is `i e`, and the imaginary condition but not the real one
when it is `e`. -/
theorem real_line_separates {e : E} (he : e ≠ 0) :
    (RealStationary (Submodule.span ℝ {e}) 0 (I • e) ∧
      ¬ ImagStationary (Submodule.span ℝ {e}) 0 (I • e)) ∧
    (ImagStationary (Submodule.span ℝ {e}) 0 e ∧
      ¬ RealStationary (Submodule.span ℝ {e}) 0 e) := by
  obtain ⟨N, hN, hs⟩ : ∃ N : ℝ, N ≠ 0 ∧ inner ℂ e e = (N : ℂ) :=
    ⟨‖e‖ ^ 2, pow_ne_zero 2 (norm_ne_zero_iff.2 he),
      (inner_self_eq_norm_sq_to_K (𝕜 := ℂ) e).trans (Complex.ofReal_pow _ _).symm⟩
  have hmem : e ∈ Submodule.span ℝ {e} := Submodule.mem_span_singleton_self e
  refine ⟨⟨fun w hw => ?_, fun h => hN ?_⟩, ⟨fun w hw => ?_, fun h => hN ?_⟩⟩
  · obtain ⟨a, rfl⟩ := Submodule.mem_span_singleton.1 hw
    rw [← Complex.coe_smul, zero_sub, inner_neg_right, inner_smul_left, inner_smul_right, hs]
    simp
  · have h1 := h e hmem
    rw [zero_sub, inner_neg_right, inner_smul_right, hs] at h1
    simpa using h1
  · obtain ⟨a, rfl⟩ := Submodule.mem_span_singleton.1 hw
    rw [← Complex.coe_smul, zero_sub, inner_neg_right, inner_smul_left, hs]
    simp
  · have h1 := h e hmem
    rw [zero_sub, inner_neg_right, hs] at h1
    simpa using h1

end VariationalPrinciples
```

```lean
#print axioms VariationalPrinciples.projected_schrodinger
#print axioms VariationalPrinciples.closedUnderI_iff_principles_agree
#print axioms VariationalPrinciples.real_line_separates
```

```
'VariationalPrinciples.projected_schrodinger' depends on axioms: [propext, Classical.choice, Quot.sound]
'VariationalPrinciples.closedUnderI_iff_principles_agree' depends on axioms: [propext, Classical.choice, Quot.sound]
'VariationalPrinciples.real_line_separates' depends on axioms: [propext, Classical.choice, Quot.sound]
```
